# At One Radius and Energy, Square Wells with s-Wave Phases (n + 1/2)π and Different Node Counts Agree in Logarithmic Derivative and Energy Slope but Not in Curvature

Q: When I test a pseudopotential, I plot the logarithmic derivative at a radius R against energy, once for the all-electron atom and once for the pseudo-atom, and compare the curves over a window around the reference energy. Why a window? If value and slope agree at the reference energy, what is left to see?

A: Possibly the curvature. In a constant potential, for s waves, two wells can agree in value and slope at one energy although their waves have different numbers of nodes. Take R = 2 bohr and E = 0, with one well of depth 0.308 hartree and no node, and another of depth 2.776 hartree and one node. The logarithmic derivatives, taken of r times the radial wave, are both 0 there, with slope −2 in atomic units. At E = 0.1 hartree they are −0.218 and −0.202 per bohr. A comparison at E = 0 alone, even with slopes, would miss that difference.

Q: Derive it for me before you show any code.

A: Let V be the constant potential, E > V the energy, and u(r) the radial wave multiplied by r. In atomic units the s-wave equation and its wave number are

−u″/2 + V u = E u,  K = √(2(E − V)).

The function u(r) = sin(Kr) has u(0) = 0, u′(r) = K cos(Kr) and u″ = −K²u. Since K²/2 = E − V, it solves the equation. Its logarithmic derivative at R is

L(E) = u′(R)/u(R) = K cot(KR).

From K² = 2(E − V) we get 2K dK/dE = 2, so dK/dE = 1/K, and the phase KR changes at the rate R/K. Where sin(KR) ≠ 0, the product rule gives

L′(E) = cot(KR)/K − R/sin²(KR).

Differentiating once more,

L″(E) = −cot(KR)/K³ − R/(K² sin²(KR)) + 2R² cos(KR)/(K sin³(KR)).

Now let KR = (n + 1/2)π with n = 0, 1, 2, … . The cosine vanishes and sin² = 1, so

L = 0,  L′ = −R,  L″ = −R/K².

The zeros of u inside the sphere are (k + 1)π/K for k = 0, …, n − 1, which makes n nodes, and none for n = 0. Two wells with the same R and E but different n therefore share L and L′. Their wave numbers differ, and so do their values of L″.

Q: Fine. But a formal file could define L as K cot(KR) and never mention a wave. What are its objects?

A: It starts from the wave. The first definition is the wave number, with real arguments `V` and `E`.

```lean
import Mathlib

open scoped Real Topology

namespace SquareWellLogDerivative

noncomputable section

/-- The wave number `K = √(2(E - V))` in atomic units, for energies `E ≥ V`. -/
def waveNumber (V E : ℝ) : ℝ := √(2 * (E - V))
```

The wave is a function of a real radius. Its amplitude is 1, which affects neither L nor the nodes.

```lean
/-- The regular s-wave radial function `u(r) = sin(Kr)` in a constant potential `V < E`. -/
def radialWave (V E r : ℝ) : ℝ := Real.sin (waveNumber V E * r)
```

The logarithmic derivative is the quotient u′(R)/u(R), with the derivative taken in r. It belongs to u, not to u/r; the latter's would be lower by 1/R, a shift independent of energy and equal for both wells.

```lean
/-- The logarithmic derivative `L(E) = u'(R) / u(R)` at the radius `R`, for `u(R) ≠ 0`. -/
def logDer (V R E : ℝ) : ℝ := deriv (radialWave V E) R / radialWave V E R
```

Nodes are counted as the elements of a set of zeros. The interval `Set.Ioo 0 R` is open, so the zero at the origin does not count.

```lean
/-- For `E > V`, the number of nodes of the radial function strictly between the origin and `R`. -/
def nodeCount (V R E : ℝ) : ℕ := {r ∈ Set.Ioo 0 R | radialWave V E r = 0}.ncard
```

Q: Writing down a sine does not make it a solution.

A: Two theorems supply that. The first is the chain rule for u′.

```lean
/-- The radial function has the derivative `u'(r) = K cos(Kr)`. -/
theorem deriv_radialWave (V E : ℝ) :
    deriv (radialWave V E) = fun r => waveNumber V E * Real.cos (waveNumber V E * r) := by
  funext r
  have h : HasDerivAt (radialWave V E)
      (Real.cos (waveNumber V E * r) * (waveNumber V E * 1)) r :=
    ((hasDerivAt_id' r).const_mul (waveNumber V E)).sin
  rw [h.deriv]
  ring
```

The second differentiates again and checks the Schrödinger equation. Its last line, `linear_combination`, inserts K² = 2(E − V), as we did above. It also records u(0) = 0 and a positive initial slope, which exclude the zero function and the irregular solution.

```lean
/-- For `E > V` the radial function vanishes at the origin, leaves it with positive slope,
and solves the radial Schrödinger equation `-u''/2 + V u = E u`. -/
theorem radialWave_schrodinger {V E : ℝ} (hE : V < E) :
    radialWave V E 0 = 0 ∧ 0 < deriv (radialWave V E) 0 ∧
      ∀ r, -(1 / 2) * deriv (deriv (radialWave V E)) r + V * radialWave V E r
        = E * radialWave V E r := by
  have hK : 0 < waveNumber V E := Real.sqrt_pos.mpr (by linarith)
  have hsq : waveNumber V E ^ 2 = 2 * (E - V) := Real.sq_sqrt (by linarith)
  rw [deriv_radialWave]
  refine ⟨by simp [radialWave], by simpa using hK, fun r => ?_⟩
  have h : HasDerivAt (fun r => waveNumber V E * Real.cos (waveNumber V E * r))
      (waveNumber V E * (-Real.sin (waveNumber V E * r) * (waveNumber V E * 1))) r :=
    (((hasDerivAt_id' r).const_mul (waveNumber V E)).cos).const_mul (waveNumber V E)
  rw [h.deriv]
  unfold radialWave
  linear_combination (Real.sin (waveNumber V E * r) / 2) * hsq
```

The equation is checked for every real r, but only the part up to R matters: what the potential does beyond R has no influence on L at R.

Q: And the cotangent?

A: It is derived from the quotient by inserting u′ and writing the cotangent as cosine over sine.

```lean
/-- The logarithmic derivative of the radial function is `L(E) = K cot(KR)`. -/
theorem logDer_eq (V R E : ℝ) :
    logDer V R E = waveNumber V E * Real.cot (waveNumber V E * R) := by
  rw [logDer, deriv_radialWave, Real.cot_eq_cos_div_sin, radialWave, mul_div_assoc]
```

Q: Now the energy derivatives. Are they real derivatives, or just formulas given that name?

A: They are stated with `HasDerivAt`, which says that the function is differentiable at the point and has the given derivative. The first is dK/dE = 1/K, from the rule for a square root with a positive argument.

```lean
/-- For `E > V` the wave number changes with energy at the rate `dK/dE = 1/K`. -/
theorem hasDerivAt_waveNumber {V E : ℝ} (hE : V < E) :
    HasDerivAt (waveNumber V) (1 / waveNumber V E) E := by
  have hpos : 0 < 2 * (E - V) := by linarith
  have h : HasDerivAt (waveNumber V) (2 * 1 / (2 * waveNumber V E)) E :=
    (((hasDerivAt_id' E).sub_const V).const_mul (2 : ℝ)).sqrt hpos.ne'
  exact h.congr_deriv (mul_div_mul_left _ _ two_ne_zero)
```

The slope of L follows for every E > V with sin(KR) ≠ 0. Lean applies the quotient rule to K cos(KR)/sin(KR), which leaves two terms proportional to R, one with sin² and one with cos². The identity sin² + cos² = 1, used in `hR`, merges them into R/sin²(KR).

```lean
/-- For `E > V` and `sin(KR) ≠ 0` the energy slope of the logarithmic derivative is
`L'(E) = cos(KR) / (K sin(KR)) - R / sin²(KR)`. -/
theorem hasDerivAt_logDer {V R E : ℝ} (hE : V < E) (hs : Real.sin (waveNumber V E * R) ≠ 0) :
    HasDerivAt (logDer V R) (Real.cos (waveNumber V E * R) /
      (waveNumber V E * Real.sin (waveNumber V E * R))
        - R / Real.sin (waveNumber V E * R) ^ 2) E := by
  have hK0 : waveNumber V E ≠ 0 := (Real.sqrt_pos.mpr (by linarith)).ne'
  have hK := hasDerivAt_waveNumber hE
  have hθ := hK.mul_const R
  have hL : logDer V R = fun e => waveNumber V e * Real.cos (waveNumber V e * R) /
      Real.sin (waveNumber V e * R) := by
    funext e
    rw [logDer_eq, Real.cot_eq_cos_div_sin, mul_div_assoc]
  rw [hL]
  refine ((hK.fun_mul hθ.cos).fun_div hθ.sin hs).congr_deriv ?_
  have sc := Real.sin_sq_add_cos_sq (waveNumber V E * R)
  generalize Real.sin (waveNumber V E * R) = s at hs sc ⊢
  generalize Real.cos (waveNumber V E * R) = c at sc ⊢
  -- the Pythagorean identity merges the two terms proportional to `R`
  have hR : R / s ^ 2 = R * (s ^ 2 + c ^ 2) / s ^ 2 := by rw [sc, mul_one]
  rw [hR]
  field_simp
  ring
```

Q: For L″ you need L′ at more than one energy. Knowing that L′ = −R at the special point tells you nothing about how it varies.

A: That is why the general slope formula comes first. Both of its conditions, E > V and sin(KR) ≠ 0, persist for nearby energies. The step `hev` states that `deriv (logDer V R)` equals the formula throughout a neighbourhood of E, and `congr_of_eventuallyEq` transfers the derivative of the formula to it. Setting the cosine to zero then leaves −R/K².

```lean
/-- If `KR = (n + 1/2)π`, then at this energy `L = 0`, `L' = -R` and `L'' = -R/K²`. -/
theorem logDer_at_half_integer {V R E : ℝ} {n : ℕ}
    (h : waveNumber V E * R = (n + 1 / 2) * π) :
    logDer V R E = 0 ∧ HasDerivAt (logDer V R) (-R) E ∧
      HasDerivAt (deriv (logDer V R)) (-R / waveNumber V E ^ 2) E := by
  have hp : 0 < waveNumber V E * R := by rw [h]; positivity
  have hK0 : waveNumber V E ≠ 0 := left_ne_zero_of_mul hp.ne'
  have hE : V < E := by
    have := Real.sqrt_pos.mp (lt_of_le_of_ne (Real.sqrt_nonneg _) hK0.symm)
    linarith
  have hc : Real.cos (waveNumber V E * R) = 0 := by
    rw [h]
    exact Real.cos_eq_zero_iff.mpr ⟨n, by push_cast; ring⟩
  have hs2 : Real.sin (waveNumber V E * R) ^ 2 = 1 := by
    have := Real.sin_sq_add_cos_sq (waveNumber V E * R)
    rw [hc] at this
    linarith
  have hs : Real.sin (waveNumber V E * R) ≠ 0 := by
    intro h0
    norm_num [h0] at hs2
  refine ⟨by rw [logDer_eq, Real.cot_eq_cos_div_sin, hc]; simp,
    (hasDerivAt_logDer hE hs).congr_deriv (by rw [hc, hs2]; simp), ?_⟩
  have hK := hasDerivAt_waveNumber hE
  have hθ := hK.mul_const R
  -- the slope formula holds in a neighbourhood, so it may be differentiated again
  have hev : deriv (logDer V R) =ᶠ[𝓝 E] fun e => Real.cos (waveNumber V e * R) /
      (waveNumber V e * Real.sin (waveNumber V e * R))
        - R / Real.sin (waveNumber V e * R) ^ 2 := by
    filter_upwards [lt_mem_nhds hE, hθ.sin.continuousAt.eventually_ne hs] with e he hse
    exact (hasDerivAt_logDer he hse).deriv
  have hg := (hθ.cos.fun_div (hK.fun_mul hθ.sin) (mul_ne_zero hK0 hs)).fun_sub
    ((hasDerivAt_const E R).fun_div (hθ.sin.fun_pow 2) (pow_ne_zero 2 hs))
  refine (hg.congr_deriv ?_).congr_of_eventuallyEq hev
  simp only [hc, zero_mul, mul_zero, sub_zero, zero_div]
  field_simp
```

Q: I see no assumption that R > 0 or E > V.

A: Both follow from the phase condition. The number (n + 1/2)π is positive, and K is never negative, so K and R must both be positive. Lean's square root of a negative number is 0, so a positive K also forces E > V.

Q: How does it count the nodes?

A: It shows that the set of zeros in the open interval is exactly the set of points (k + 1)π/K with k < n. In one direction, a zero of the sine gives Kr as an integer multiple of π, and 0 < r < R restricts that integer to 1, …, n. In the other, each listed point is checked to be a zero inside the interval. Different k give different points (`hinj`), so the set has n elements.

```lean
/-- If `KR = (n + 1/2)π`, the radial function has exactly `n` nodes between `0` and `R`. -/
theorem nodeCount_at_half_integer {V R E : ℝ} {n : ℕ}
    (h : waveNumber V E * R = (n + 1 / 2) * π) : nodeCount V R E = n := by
  have hp : 0 < waveNumber V E * R := by rw [h]; positivity
  have hK : 0 < waveNumber V E :=
    lt_of_le_of_ne (Real.sqrt_nonneg _) (left_ne_zero_of_mul hp.ne').symm
  -- the nodes sit at `π/K, 2π/K, …, nπ/K`
  have hset : {r ∈ Set.Ioo 0 R | radialWave V E r = 0} =
      (fun k : ℕ => ((k : ℝ) + 1) * π / waveNumber V E) '' Set.Iio n := by
    ext r
    constructor
    · rintro ⟨⟨h0, hR⟩, hr⟩
      obtain ⟨k, hk⟩ := Real.sin_eq_zero_iff.mp hr
      have h1 : (0 : ℝ) < k :=
        (mul_pos_iff_of_pos_right Real.pi_pos).mp (by rw [hk]; positivity)
      have h2 : (k : ℝ) < n + 1 / 2 := by
        refine lt_of_mul_lt_mul_right ?_ Real.pi_pos.le
        rw [hk, ← h]
        exact mul_lt_mul_of_pos_left hR hK
      have h1' : 0 < k := by exact_mod_cast h1
      have h2' : k < n + 1 := by exact_mod_cast (by linarith : (k : ℝ) < n + 1)
      obtain ⟨j, rfl⟩ : ∃ j : ℕ, k = j + 1 := ⟨(k - 1).toNat, by omega⟩
      push_cast at hk
      refine ⟨j, Set.mem_Iio.mpr (by omega), ?_⟩
      exact (div_eq_iff hK.ne').mpr (by linear_combination hk)
    · rintro ⟨k, hk, rfl⟩
      have hk' : (k : ℝ) + 1 ≤ n := by exact_mod_cast Nat.succ_le_of_lt (Set.mem_Iio.mp hk)
      have hpos : 0 < ((k : ℝ) + 1) * π / waveNumber V E := by positivity
      refine ⟨⟨hpos, (div_lt_iff₀ hK).mpr ?_⟩, ?_⟩
      · nlinarith [Real.pi_pos, mul_le_mul_of_nonneg_right hk' Real.pi_pos.le]
      · exact Real.sin_eq_zero_iff.mpr ⟨k + 1, by push_cast; field_simp⟩
  have hinj : Function.Injective
      (fun k : ℕ => ((k : ℝ) + 1) * π / waveNumber V E) := by
    intro a b hab
    have h1 := mul_right_cancel₀ Real.pi_ne_zero ((div_left_inj' hK.ne').mp hab)
    exact_mod_cast add_right_cancel h1
  rw [nodeCount, hset, Set.ncard_image_of_injective _ hinj]
  simp [Set.ncard_eq_toFinset_card']
```

Q: Then state the comparison exactly.

A: Take two potentials `V₁` and `V₂`, a common radius `R`, a common energy `E`, and natural numbers `m` ≠ `n`. Suppose the phases at R are (m + 1/2)π and (n + 1/2)π. Then four things hold at E: the node counts differ, the values of L are equal, the first energy derivatives are equal, and the second ones are not. For the last part the proof argues backwards. Equal curvatures would give K₁² = K₂², hence K₁ = K₂ because both are non-negative, hence equal phases and m = n.

```lean
/-- Two wells with `K₁R = (m + 1/2)π` and `K₂R = (n + 1/2)π`, `m ≠ n`, at the same energy have
different node counts, equal `L` and `L'`, and different `L''`. -/
theorem wells_first_differ_in_curvature {V₁ V₂ R E : ℝ} {m n : ℕ} (hmn : m ≠ n)
    (h₁ : waveNumber V₁ E * R = (m + 1 / 2) * π)
    (h₂ : waveNumber V₂ E * R = (n + 1 / 2) * π) :
    nodeCount V₁ R E ≠ nodeCount V₂ R E ∧ logDer V₁ R E = logDer V₂ R E ∧
      deriv (logDer V₁ R) E = deriv (logDer V₂ R) E ∧
      deriv (deriv (logDer V₁ R)) E ≠ deriv (deriv (logDer V₂ R)) E := by
  obtain ⟨a₁, b₁, c₁⟩ := logDer_at_half_integer h₁
  obtain ⟨a₂, b₂, c₂⟩ := logDer_at_half_integer h₂
  have p₁ : 0 < waveNumber V₁ E * R := by rw [h₁]; positivity
  have p₂ : 0 < waveNumber V₂ E * R := by rw [h₂]; positivity
  refine ⟨by rwa [nodeCount_at_half_integer h₁, nodeCount_at_half_integer h₂],
    a₁.trans a₂.symm, b₁.deriv.trans b₂.deriv.symm, ?_⟩
  rw [c₁.deriv, c₂.deriv]
  intro heq
  -- equal curvatures would force equal wave numbers, hence `m = n`
  rw [div_eq_div_iff (pow_ne_zero 2 (left_ne_zero_of_mul p₁.ne'))
    (pow_ne_zero 2 (left_ne_zero_of_mul p₂.ne'))] at heq
  have hsq := mul_left_cancel₀ (neg_ne_zero.mpr (right_ne_zero_of_mul p₁.ne')) heq
  have hK : waveNumber V₂ E = waveNumber V₁ E :=
    (sq_eq_sq₀ (Real.sqrt_nonneg _) (Real.sqrt_nonneg _)).mp hsq
  rw [hK] at h₂
  have h3 := add_right_cancel (mul_right_cancel₀ Real.pi_ne_zero (h₁.symm.trans h₂))
  exact hmn (by exact_mod_cast h3)
```

Q: Perhaps no pair of wells meets those conditions.

A: Every pair of node counts can be realised. For any R > 0, any E and any n, the potential

V = E − ((n + 1/2)π/R)²/2

has the required phase. The depths in my first answer come from this formula with n = 0 and n = 1. The proof simplifies 2(E − V) to a perfect square and takes its root.

```lean
/-- For `R > 0` the potential `V = E - ((n + 1/2)π/R)²/2` gives `KR = (n + 1/2)π`. -/
theorem half_integer_witness {R : ℝ} (hR : 0 < R) (E : ℝ) (n : ℕ) :
    waveNumber (E - ((n + 1 / 2) * π / R) ^ 2 / 2) E * R = (n + 1 / 2) * π := by
  have h : 2 * (E - (E - ((n + 1 / 2) * π / R) ^ 2 / 2)) = ((n + 1 / 2) * π / R) ^ 2 := by
    ring
  rw [waveNumber, h, Real.sqrt_sq (by positivity), div_mul_cancel₀ _ hR.ne']

end

end SquareWellLogDerivative
```

```lean
#print axioms SquareWellLogDerivative.radialWave_schrodinger
#print axioms SquareWellLogDerivative.wells_first_differ_in_curvature
```

```
'SquareWellLogDerivative.radialWave_schrodinger' depends on axioms: [propext, Classical.choice, Quot.sound]
'SquareWellLogDerivative.wells_first_differ_in_curvature' depends on axioms: [propext, Classical.choice, Quot.sound]
```

Q: How far does this reach towards my pseudopotential?

A: It gives a solvable case of what your plot is there to reveal, for one non-relativistic particle in a constant local potential with zero angular momentum. There are no nonlocal projectors, no augmentation charges and no Coulomb core. The comparison also assumes that the phases KR are half-integer multiples of π. Value and slope can agree elsewhere too, when tan(KR) = KR for both wells, but no theorem here covers that case.

Q: And where do the value and the slope enter when the potential is generated?

A: At the reference energy. In a norm-conserving construction the pseudo-wave equals the all-electron wave from a core radius outwards, which fixes L at any R from there on. The norm inside the sphere is matched as well, and this fixes the slope by the textbook relation

L′(E) = −2 ∫₀ᴿ u² dr / u(R)²,

which I quote as background, since the file contains no integral. In our wells the integral is R/2 and u(R)² = 1, which agrees with L′ = −R. An ultrasoft construction replaces the plain norm of the pseudo-wave by a generalised one that includes the augmentation charge, and it often uses two reference energies per channel. Between and beyond those energies the curves are free to separate, and the window in your plot shows by how much.
